# Repeated implicit Euler steps converge to exp(tH) for every complex square matrix H

I have read that (1 − (t/n)H)^(−n) tends to exp(tH) as n → ∞, for any complex square matrix H and real t. I want to use this for the Schrödinger equation with a Hermitian Hamiltonian matrix K, so H = −iK/ħ. But an implicit Euler step of length s multiplies an eigenstate of energy E by 1/(1 + iEs/ħ), whose modulus is below 1 whenever Es ≠ 0. The exact evolution is unitary, and more steps mean more shrinking. Why does the loss not pile up? And for a general H, what if 1 − (t/n)H is singular?

## The total error vanishes although every step is slightly wrong

The formula holds as you quote it: 1 − (t/n)H is invertible for all large n, and the n-th power of its inverse converges to exp(tH). Singular cases can occur, as for the 1×1 matrix H = 1 with t = n = 3, but only at finitely many n for given H and t.

In your example the modulus after n steps is

(1 + (Et/(ħn))²)^(−n/2) → 1.

The loss per step is of order 1/n², so n steps lose only order 1/n. The general argument needs less: a one-step error that is small compared with the step length.

**Error growth.** Let ‖·‖ be the row-sum norm, the largest sum of absolute values along a row. From here on E denotes a matrix, not an energy. Suppose two one-step matrices F and E satisfy 1 + ‖F − 1‖ ≤ M and 1 + ‖E − 1‖ ≤ M. From FY = Y + (F − 1)Y we get ‖FY‖ ≤ M‖Y‖, and likewise for E, so ‖E^k‖ ≤ M^k ‖1‖. (The factor ‖1‖ is 1, or 0 for the empty matrix.) Now split the error:

F^(k+1) − E^(k+1) = F(F^k − E^k) + (F − E)E^k.

By induction, using M ≥ 1,

‖F^k − E^k‖ ≤ k M^k ‖1‖ ‖F − E‖.

**Consistency gives convergence.** Let F(s) be any one-step map with F(0) = 1 and derivative H at s = 0, and let E(s) = exp(sH), which has the same two properties. For 0 < ε ≤ 1 and s = t/n with n large, both differ from 1 + sH by at most ε|s|. Hence

‖F(s) − E(s)‖ ≤ 2ε|s|,

and we may take M = 1 + (‖H‖ + 1)|s|, for which

M^n ≤ exp((‖H‖ + 1)|t|).

Since exp(tH) = E(t/n)^n and n|s| = |t|,

‖F(t/n)^n − exp(tH)‖ ≤ 2|t| ‖1‖ exp((‖H‖ + 1)|t|) ε.

As ε is arbitrary, the limit follows.

**The implicit step.** The determinant of 1 − sH is continuous in s and equals 1 at s = 0, so it is nonzero for small s. With A(s) = 1 − sH,

d(A⁻¹)/ds = −A⁻¹ (dA/ds) A⁻¹ = A⁻¹HA⁻¹,

which is H at s = 0. The implicit Euler step is therefore consistent.

**States and Green's matrices.** Solving (1 − (t/n)H)ψₖ₊₁ = ψₖ from ψ₀ = φ gives ψₙ = (1 − (t/n)H)^(−n) φ, which tends to exp(tH)φ. For t ≠ 0 put z = n/t and G(z) = (z − H)⁻¹. Because z − H = z(1 − (t/n)H), the matrix zG(z) is exactly one implicit Euler step, and (zG(z))^n → exp(tH).

The derivative condition does real work. For 1×1 matrices, F(s) = 1 + √|s| is continuous with F(0) = 1, yet at t = 1 we have F(1/n)^n ≥ 1 + √n, which diverges. Continuity at zero is thus not enough.

## What the Lean theorems say

The finite type `ι` labels the basis states, and `Matrix ι ι ℂ` holds the generator `H`. This letter is not the Hamiltonian: take H = −iK/ħ for real time, or H = −K/ħ for imaginary time. Likewise, `greenMatrix H z` is the resolvent of the generator at real `z`; for H = −iK/ħ this puts the energy argument of the usual Green's function, iħz, on the imaginary axis.

`resolvent_exponential_formula` has two parts. `IsUnit` under `∀ᶠ n : ℕ in atTop` means invertible for all sufficiently large n, and `Tendsto` states the limit, with `NormedSpace.exp` as the matrix exponential. Lean assigns a singular matrix the inverse 0, which touches only finitely many n here.

In `implicit_euler_states_tendsto`, `ψ n k` is the state after k of n steps. Its hypothesis is that, for large n, these vectors start from φ and solve the linear equations exactly.

For a time-independent Hamiltonian in a finite basis, this justifies implicit Euler propagation in the limit of small steps. The passage from that matrix to an unbounded Hamiltonian on a continuum is a separate limit. The theorems also give no convergence rate and do not treat rounding.

```lean
import Mathlib

open Filter Topology Matrix

namespace ResolventExponential

noncomputable section

variable {ι : Type*} [Fintype ι] [DecidableEq ι]

-- Estimates use the row-sum operator norm.
attribute [local instance] Matrix.linftyOpNormedRing Matrix.linftyOpNormedAlgebra

/-- The implicit Euler step `(1 - s H)⁻¹` of length `s`, for `s` such that `1 - s H` is
invertible. -/
def implicitEulerStep (H : Matrix ι ι ℂ) (s : ℝ) : Matrix ι ι ℂ := (1 - s • H)⁻¹

/-- The Green's matrix `(z - H)⁻¹` at a real `z` that is not an eigenvalue of `H`. -/
def greenMatrix (H : Matrix ι ι ℂ) (z : ℝ) : Matrix ι ι ℂ := (z • 1 - H)⁻¹

/-- A one-step map `F` with `1 + ‖F - 1‖ ≤ M` enlarges the norm of a matrix by at most the
factor `M`. -/
theorem norm_step_le {F : Matrix ι ι ℂ} {M : ℝ} (hF : 1 + ‖F - 1‖ ≤ M)
    (Y : Matrix ι ι ℂ) : ‖F * Y‖ ≤ M * ‖Y‖ := by
  have e : F * Y = Y + (F - 1) * Y := by rw [sub_mul, one_mul]; abel
  calc ‖F * Y‖ = ‖Y + (F - 1) * Y‖ := by rw [← e]
    _ ≤ ‖Y‖ + ‖F - 1‖ * ‖Y‖ :=
        (norm_add_le _ _).trans (by gcongr; exact norm_mul_le _ _)
    _ = (1 + ‖F - 1‖) * ‖Y‖ := by ring
    _ ≤ M * ‖Y‖ := mul_le_mul_of_nonneg_right hF (norm_nonneg _)

/-- If `1 + ‖F - 1‖ ≤ M` and `1 + ‖E - 1‖ ≤ M`, then after `k` steps the maps `F` and `E`
differ by at most `k M^k ‖1‖` times their one-step difference. -/
theorem global_error_le {F E : Matrix ι ι ℂ} {M : ℝ} (hF : 1 + ‖F - 1‖ ≤ M)
    (hE : 1 + ‖E - 1‖ ≤ M) (k : ℕ) :
    ‖F ^ k - E ^ k‖ ≤ k * (M ^ k * ‖(1 : Matrix ι ι ℂ)‖) * ‖F - E‖ := by
  have hM1 : 1 ≤ M := by linarith [norm_nonneg (F - 1)]
  have hM0 : 0 ≤ M := by linarith
  have hpow : ∀ j : ℕ, ‖E ^ j‖ ≤ M ^ j * ‖(1 : Matrix ι ι ℂ)‖ := by
    intro j
    induction j with
    | zero => simp
    | succ j ih =>
      rw [pow_succ' E, pow_succ' M, mul_assoc]
      exact (norm_step_le hE _).trans (mul_le_mul_of_nonneg_left ih hM0)
  induction k with
  | zero => simp
  | succ k ih =>
    -- the new error is the propagated old error plus one local error
    have e : F ^ (k + 1) - E ^ (k + 1) = F * (F ^ k - E ^ k) + (F - E) * E ^ k := by
      simp only [mul_sub, sub_mul, pow_succ']
      abel
    have h1 := (norm_step_le hF (F ^ k - E ^ k)).trans (mul_le_mul_of_nonneg_left ih hM0)
    have h2 := (norm_mul_le (F - E) (E ^ k)).trans
      (mul_le_mul_of_nonneg_left (hpow k) (norm_nonneg _))
    have h3 : 0 ≤ (M - 1) * (‖F - E‖ * (M ^ k * ‖(1 : Matrix ι ι ℂ)‖)) :=
      mul_nonneg (by linarith) (by positivity)
    have h4 := norm_add_le (F * (F ^ k - E ^ k)) ((F - E) * E ^ k)
    rw [e, pow_succ M]
    push_cast
    nlinarith [h1, h2, h3, h4]

/-- A one-step map with `F 0 = 1` and derivative `H` at zero agrees with `1 + s H` up to an error
that, as `s` tends to zero, is small compared with the step length `|s|`. -/
theorem local_error_le {F : ℝ → Matrix ι ι ℂ} {H : Matrix ι ι ℂ} (h0 : F 0 = 1)
    (hF : HasDerivAt F H 0) {ε : ℝ} (hε : 0 < ε) :
    ∀ᶠ s in 𝓝 (0 : ℝ), ‖F s - 1 - s • H‖ ≤ ε * |s| := by
  filter_upwards [(hasDerivAt_iff_isLittleO.1 hF).def hε] with s hs
  simpa only [h0, sub_zero, Real.norm_eq_abs] using hs

/-- Consistency implies convergence: if a one-step map satisfies `F 0 = 1` and has derivative
`H` at zero, then `n` steps of length `t / n` converge to the propagator `exp (t H)`. -/
theorem consistent_step_tendsto {F : ℝ → Matrix ι ι ℂ} {H : Matrix ι ι ℂ} (h0 : F 0 = 1)
    (hF : HasDerivAt F H 0) (t : ℝ) :
    Tendsto (fun n : ℕ => F (t / n) ^ n) atTop (𝓝 (NormedSpace.exp (t • H))) := by
  have hexp : HasDerivAt (fun s : ℝ => NormedSpace.exp (s • H)) H 0 :=
    (hasDerivAt_exp_smul_const H (0 : ℝ)).congr_deriv (by simp)
  refine Metric.tendsto_nhds.2 fun δ hδ => ?_
  let K : ℝ := 2 * |t| * ‖(1 : Matrix ι ι ℂ)‖ * Real.exp ((‖H‖ + 1) * |t|)
  have hK : 0 ≤ K := by positivity
  obtain ⟨ε, hε, hε1, hεK⟩ : ∃ ε : ℝ, 0 < ε ∧ ε ≤ 1 ∧ K * ε < δ := by
    refine ⟨min 1 (δ / (K + 1)), by positivity, min_le_left _ _, ?_⟩
    refine (mul_le_mul_of_nonneg_left (min_le_right _ _) hK).trans_lt ?_
    rw [← mul_div_assoc, div_lt_iff₀ (by positivity)]
    nlinarith
  have hs := tendsto_const_div_atTop_nhds_zero_nat t
  filter_upwards [hs.eventually (local_error_le h0 hF hε),
    hs.eventually (local_error_le (by simp) hexp hε), eventually_gt_atTop 0] with m h1 h2 hm
  have hm' : (m : ℝ) ≠ 0 := by exact_mod_cast hm.ne'
  have hms : (m : ℝ) * |t / m| = |t| := by
    rw [abs_div, Nat.abs_cast]
    field_simp
  -- the exact propagator is a product of m short ones
  have hE : NormedSpace.exp (t • H) = NormedSpace.exp ((t / m) • H) ^ m := by
    rw [← Matrix.exp_nsmul, ← Nat.cast_smul_eq_nsmul ℝ, smul_smul, mul_div_cancel₀ _ hm']
  have near : ∀ X : Matrix ι ι ℂ, ‖X - 1 - (t / m) • H‖ ≤ ε * |t / m| →
      1 + ‖X - 1‖ ≤ 1 + (‖H‖ + 1) * |t / m| := by
    intro X hX
    have h := norm_add_le (X - 1 - (t / m) • H) ((t / m) • H)
    rw [sub_add_cancel, norm_smul, Real.norm_eq_abs] at h
    nlinarith [mul_le_mul_of_nonneg_right hε1 (abs_nonneg (t / m))]
  have hd : ‖F (t / m) - NormedSpace.exp ((t / m) • H)‖ ≤ 2 * ε * |t / m| := by
    have h := norm_sub_le (F (t / m) - 1 - (t / m) • H)
      (NormedSpace.exp ((t / m) • H) - 1 - (t / m) • H)
    rw [sub_sub_sub_cancel_right, sub_sub_sub_cancel_right] at h
    linarith
  -- the growth factor stays bounded over all m steps
  have hg : (1 + (‖H‖ + 1) * |t / m|) ^ m ≤ Real.exp ((‖H‖ + 1) * |t|) := by
    have e : (‖H‖ + 1) * |t| = m * ((‖H‖ + 1) * |t / m|) := by rw [← hms]; ring
    rw [e, Real.exp_nat_mul]
    exact pow_le_pow_left₀ (by positivity)
      (by linarith [Real.add_one_le_exp ((‖H‖ + 1) * |t / m|)]) m
  rw [dist_eq_norm, hE]
  refine (global_error_le (near _ h1) (near _ h2) m).trans_lt (lt_of_le_of_lt ?_ hεK)
  calc _ ≤ m * (Real.exp ((‖H‖ + 1) * |t|) * ‖(1 : Matrix ι ι ℂ)‖) * (2 * ε * |t / m|) := by
        gcongr
    _ = 2 * (m * |t / m|) * ‖(1 : Matrix ι ι ℂ)‖ * Real.exp ((‖H‖ + 1) * |t|) * ε := by ring
    _ = K * ε := by rw [hms]

/-- The implicit Euler step has derivative `H` at zero step length. -/
theorem hasDerivAt_implicitEulerStep (H : Matrix ι ι ℂ) :
    HasDerivAt (implicitEulerStep H) H 0 := by
  have h1 : HasDerivAt (fun s : ℝ => 1 - s • H) (-H) 0 :=
    (((hasDerivAt_id (0 : ℝ)).smul_const H).const_sub 1).congr_deriv (by simp)
  have h2 := (hasFDerivAt_ringInverse (𝕜 := ℝ) (1 : (Matrix ι ι ℂ)ˣ)).comp_hasDerivAt_of_eq
    (0 : ℝ) h1 (by simp)
  refine (h2.congr_deriv (by simp)).congr_of_eventuallyEq (Eventually.of_forall fun s => ?_)
  exact Matrix.nonsing_inv_eq_ringInverse ..

/-- Resolvent exponential formula: for every complex square matrix `H` and real `t`, the matrix
`1 - (t/n) H` is invertible for all large `n`, and the `n`-th power of its inverse converges to
`exp (t H)`. -/
theorem resolvent_exponential_formula (H : Matrix ι ι ℂ) (t : ℝ) :
    (∀ᶠ n : ℕ in atTop, IsUnit (1 - (t / n) • H)) ∧
    Tendsto (fun n : ℕ => implicitEulerStep H (t / n) ^ n) atTop
      (𝓝 (NormedSpace.exp (t • H))) := by
  refine ⟨?_, consistent_step_tendsto (by simp [implicitEulerStep])
    (hasDerivAt_implicitEulerStep H) t⟩
  -- the determinant is continuous and equals one at zero step length
  have hc : Continuous fun s : ℝ => (1 - s • H).det :=
    (continuous_const.sub (continuous_id.smul continuous_const)).matrix_det
  have hne : ∀ᶠ s in 𝓝 (0 : ℝ), (1 - s • H).det ≠ 0 :=
    hc.continuousAt.eventually_ne (by simp)
  filter_upwards [(tendsto_const_div_atTop_nhds_zero_nat t).eventually hne] with m hm
  exact (Matrix.isUnit_iff_isUnit_det _).2 (isUnit_iff_ne_zero.2 hm)

/-- If, for all large `n`, the vectors `ψ n k` start from `φ` and solve the implicit Euler
equation with step `t / n` for `n` steps, then the final vectors converge to `exp (t H) φ`. -/
theorem implicit_euler_states_tendsto (H : Matrix ι ι ℂ) (t : ℝ) (φ : ι → ℂ)
    (ψ : ℕ → ℕ → ι → ℂ)
    (hψ : ∀ᶠ n : ℕ in atTop, ψ n 0 = φ ∧
      ∀ k < n, (1 - (t / n) • H) *ᵥ ψ n (k + 1) = ψ n k) :
    Tendsto (fun n => ψ n n) atTop (𝓝 (NormedSpace.exp (t • H) *ᵥ φ)) := by
  obtain ⟨hu, hlim⟩ := resolvent_exponential_formula H t
  have hc : Continuous fun A : Matrix ι ι ℂ => A *ᵥ φ :=
    continuous_id.matrix_mulVec continuous_const
  refine ((hc.tendsto _).comp hlim).congr' ?_
  filter_upwards [hu, hψ] with m hm hstep
  have key : ∀ k ≤ m, ψ m k = (implicitEulerStep H (t / m) ^ k) *ᵥ φ := by
    intro k
    induction k with
    | zero => intro _; simp [hstep.1]
    | succ k ih =>
      intro hk
      rw [pow_succ', ← Matrix.mulVec_mulVec, ← ih (by omega), ← hstep.2 k (by omega),
        Matrix.mulVec_mulVec, implicitEulerStep,
        Matrix.nonsing_inv_mul _ ((Matrix.isUnit_iff_isUnit_det _).1 hm), Matrix.one_mulVec]
  exact (key m le_rfl).symm

/-- For `t ≠ 0`, the propagator `exp (t H)` is the limit of the powers `(z G(z))^n` of the
Green's matrix `G` taken at `z = n / t`. -/
theorem green_power_tendsto (H : Matrix ι ι ℂ) {t : ℝ} (ht : t ≠ 0) :
    Tendsto (fun n : ℕ => ((n / t : ℝ) • greenMatrix H (n / t)) ^ n) atTop
      (𝓝 (NormedSpace.exp (t • H))) := by
  obtain ⟨hu, hlim⟩ := resolvent_exponential_formula H t
  refine hlim.congr' ?_
  filter_upwards [hu, eventually_gt_atTop 0] with m hm hpos
  have hm' : (m : ℝ) ≠ 0 := by exact_mod_cast hpos.ne'
  have hzs : (m / t : ℝ) * (t / m) = 1 := by field_simp
  -- factor z out of z - H
  have hfac : (m / t : ℝ) • (1 : Matrix ι ι ℂ) - H = (m / t : ℝ) • (1 - (t / m) • H) := by
    rw [smul_sub, smul_smul, hzs, one_smul]
  have hinv : greenMatrix H (m / t) = (t / m) • implicitEulerStep H (t / m) := by
    apply Matrix.inv_eq_right_inv
    rw [hfac, implicitEulerStep, Matrix.smul_mul, Matrix.mul_smul, smul_smul, hzs, one_smul,
      Matrix.mul_nonsing_inv _ ((Matrix.isUnit_iff_isUnit_det _).1 hm)]
  rw [hinv, smul_smul, hzs, one_smul]

end

end ResolventExponential
```

```lean
#print axioms ResolventExponential.implicit_euler_states_tendsto
#print axioms ResolventExponential.green_power_tendsto
```

```
'ResolventExponential.implicit_euler_states_tendsto' depends on axioms: [propext, Classical.choice, Quot.sound]
'ResolventExponential.green_power_tendsto' depends on axioms: [propext, Classical.choice, Quot.sound]
```

## From the estimates to the Lean proof

`norm_step_le` and `global_error_le` are the error-growth estimates; the second is an induction on k using the splitting above, with `nlinarith` combining the bounds. `local_error_le` turns the derivative at zero into the ε|s| estimate.

`consistent_step_tendsto` applies that estimate to both F and the exponential. For a target accuracy δ it picks ε with K ε < δ, where `K` is now the constant in front of ε in the final bound. Then `near` supplies M, `hd` the one-step difference, and `hg` the bound on M^n.

`hasDerivAt_implicitEulerStep` combines Mathlib's derivative of the inverse with the chain rule. The main theorem adds the determinant argument. For the states, `key` identifies `ψ m k` with the k-th power of the step applied to φ, by induction on k. For the Green's matrix, `hfac` factors out z and `hinv` inverts the product.
